# The leading-order reduced gauge term of the Breit interaction is spin-free for commuting momenta

To find out whether the gauge part of the Breit interaction leaves any spin dependence after its reduction to two-component form, we treat the spins, the momenta and the electron distance $r_{12}$ as elements of one ring and use only which of them commute, that different components of one spin anticommute, and that each spin component squares to one. Differential operators on smooth two-electron spinors away from $r_{12}=0$ are such a ring.

In atomic units the gauge part, which is what the Breit interaction adds to the Gaunt term, is $\tfrac12[\alpha_1\cdot p_1,[\alpha_2\cdot p_2,r_{12}]]$, with $\alpha_a$ the Dirac matrices of electron $a$. To leading order, each small component is $\sigma_a\cdot p_a/(2c)$ times the large one, where $\sigma_a$ are the Pauli matrices and $c$ is the speed of light. With $f=r_{12}$ and

$$O_a=\sigma_a\cdot p_a,\qquad G_a(x)=O_a[O_a,x]+[O_a,x]O_a,$$

the gauge part becomes $G_1(G_2(f))/(8c^2)$, where it is used that $O_1$ and $O_2$ act on different electrons and therefore commute. This elimination of the small components is the step from the Dirac picture that the theorems take as given.

## Two spin factors that cancel

Suppose that the spins commute with both momenta and with $f$, and that the components of each momentum commute among themselves. Then

$$G_1(G_2(f))=[p_1^2,[p_2^2,f]],$$

and this operator commutes with every component of both spins. At this order, for such momenta and away from $r_{12}=0$, the spin-spin and spin-other-orbit terms of the Breit-Pauli Hamiltonian therefore come from the Gaunt part alone.

First drop the electron label. For any $O$ and $x$,

$$G(x)=O^2x-OxO+OxO-xO^2=[O^2,x].$$

Next, number the components $0,1,2$. Since spins commute with momenta, $O^2=\sum_{i,j}\sigma_i\sigma_j\,p_ip_j$. The terms with $i=j$ give $p^2$, because $\sigma_i^2=1$. For $i<j$, anticommutation gives

$$\sigma_i\sigma_jp_ip_j+\sigma_j\sigma_ip_jp_i=\sigma_i\sigma_j[p_i,p_j],$$

so that

$$O^2=p^2+\sum_{i<j}\sigma_i\sigma_j[p_i,p_j].$$

For commuting components the sum vanishes. It also drops out of $[O^2,x]$ if the spins and the commutators $[p_i,p_j]$ all commute with $x$. In either case $G(x)=[p^2,x]$.

Apply this to electron 2 with $x=f$, which gives $G_2(f)=[p_2^2,f]$. Then apply it to electron 1 with $x=[p_2^2,f]$, which gives the double commutator. It is built from $p_1$, $p_2$ and $f$, and each spin component commutes with all of these.

An orbital form follows if $p_1$ and $p_2$ also commute with each other. Write $\{a,b\}=ab+ba$. Expanding the square gives $[p^2,x]=\sum_i\{p_i,[p_i,x]\}$. Use this for both electrons, and move the commutator with $p_{1,i}$ inside by $[p_{1,i},\{p_{2,j},y\}]=\{p_{2,j},[p_{1,i},y]\}$, which holds for any $y$. The result is

$$[p_1^2,[p_2^2,f]]=\sum_{i,j}\{p_{1,i},\{p_{2,j},[p_{1,i},[p_{2,j},f]]\}\}.$$

## Operators as ring elements

The type `A` is an arbitrary ring, so neither complex scalars nor a Hilbert space is needed.

```lean
import Mathlib

open Matrix
open scoped Kronecker

namespace BreitPauliGauge

variable {A : Type*} [Ring A]
```

The brackets carry no factors of $i$ or $\tfrac12$.

```lean
/-- The commutator `[a, b]`. -/
def comm (a b : A) : A := a * b - b * a

/-- The anticommutator `{a, b}`. -/
def anti (a b : A) : A := a * b + b * a
```

A vector operator is a function from `Fin 3`, whose elements are $0,1,2$. The next two definitions are $\sigma\cdot p$ and $p^2$.

```lean
/-- The product `σ·p` of a spin and a momentum. -/
def sigmaDot (s p : Fin 3 → A) : A := ∑ i, s i * p i

/-- The square `p²` of a momentum. -/
def momentumSq (p : Fin 3 → A) : A := ∑ i, p i * p i
```

The map $G$ is called `gaugeStep`. The name refers to the gauge part of the interaction, and the map is not a gauge transformation.

```lean
/-- The gauge step `G(x) = O[O,x] + [O,x]O` for one electron. -/
def gaugeStep (O x : A) : A := anti O (comm O x)
```

## Spins, momenta and their commutation rules

`SpinTriple` asks for unit squares and pairwise anticommutation. The components are thus normalised like Pauli matrices and not like spins $\sigma/2$. The relation $\sigma_0\sigma_1=i\sigma_2$ is not required.

```lean
/-- Three spin components that square to one and anticommute pairwise, as the Pauli matrices do. -/
structure SpinTriple (s : Fin 3 → A) : Prop where
  sq : ∀ i, s i * s i = 1
  anticomm : ∀ i j, i ≠ j → s i * s j + s j * s i = 0
```

`TwoElectrons` collects the physical assumptions: each electron has such a triple, and all spin components commute with both momenta and with `f`. These rules express that spin and orbital motion are separate degrees of freedom and that $f$ does not act on the spins, as is the case for a function of the positions such as $r_{12}$. No relation between the two spins is assumed.

```lean
/-- Two electrons with spins `σ₁`, `σ₂`, momenta `p₁`, `p₂` and an operator `f`; the spins commute
with both momenta and with `f`. -/
structure TwoElectrons (σ₁ σ₂ p₁ p₂ : Fin 3 → A) (f : A) : Prop where
  spin₁ : SpinTriple σ₁
  spin₂ : SpinTriple σ₂
  s₁p₁ : ∀ i j, Commute (σ₁ i) (p₁ j)
  s₁p₂ : ∀ i j, Commute (σ₁ i) (p₂ j)
  s₂p₁ : ∀ i j, Commute (σ₂ i) (p₁ j)
  s₂p₂ : ∀ i j, Commute (σ₂ i) (p₂ j)
  s₁f : ∀ i, Commute (σ₁ i) f
  s₂f : ∀ i, Commute (σ₂ i) f
```

## From the gauge step to the squared momentum

The first lemma is $G(x)=[O^2,x]$. After the definitions are unfolded, `noncomm_ring` expands both sides without reordering factors.

```lean
/-- The gauge step is a commutator with the square of `O`: `G(x) = [O², x]`. -/
theorem gaugeStep_eq (O x : A) : gaugeStep O x = comm (O * O) x := by
  unfold gaugeStep anti comm
  noncomm_ring
```

The second lemma is the formula for $O^2$. In its proof, `key` moves the spins to the left of the momenta, and `h10`, `h20` and `h21` put the spin products in increasing order with a minus sign. What remains is a rearrangement of sums, done by `abel`.

```lean
/-- For a spin that commutes with the momentum, `(σ·p)²` is `p²` plus products of two spin
components times the commutators of the momentum components. -/
theorem sigmaDot_sq {s p : Fin 3 → A} (h : SpinTriple s) (c : ∀ i j, Commute (s i) (p j)) :
    sigmaDot s p * sigmaDot s p = momentumSq p +
      (s 0 * s 1 * comm (p 0) (p 1) + s 0 * s 2 * comm (p 0) (p 2)
        + s 1 * s 2 * comm (p 1) (p 2)) := by
  -- move the spins to the left of the momenta
  have key : ∀ i j, s i * p i * (s j * p j) = s i * s j * (p i * p j) := by
    intro i j
    rw [mul_assoc, ← mul_assoc (p i), ← (c j i).eq]
    simp only [mul_assoc]
  -- put the spin products in increasing order
  have h10 := eq_neg_of_add_eq_zero_left (h.anticomm 1 0 (by decide))
  have h20 := eq_neg_of_add_eq_zero_left (h.anticomm 2 0 (by decide))
  have h21 := eq_neg_of_add_eq_zero_left (h.anticomm 2 1 (by decide))
  simp only [sigmaDot, momentumSq, comm, Fin.sum_univ_three, mul_add, add_mul, key, h.sq,
    h10, h20, h21, one_mul, neg_mul, mul_sub]
  abel
```

The third lemma removes the spin products. Here `drop` says that a summand commuting with $x$ doesn't contribute to a commutator with $x$, and `term` shows that each $\sigma_i\sigma_j[p_i,p_j]$ is such a summand.

```lean
/-- If the spin commutes with the momentum and with `x`, and the commutators `[p_i, p_j]` commute
with `x`, then the gauge step gives `[p², x]`. -/
theorem gaugeStep_sigmaDot {s p : Fin 3 → A} {x : A} (h : SpinTriple s)
    (c : ∀ i j, Commute (s i) (p j)) (hs : ∀ i, Commute (s i) x)
    (hb : ∀ i j, Commute (comm (p i) (p j)) x) :
    gaugeStep (sigmaDot s p) x = comm (momentumSq p) x := by
  have drop : ∀ q S : A, Commute S x → comm (q + S) x = comm q x := by
    intro q S hS
    unfold comm
    rw [add_mul, mul_add, hS.eq]
    abel
  have term : ∀ i j, Commute (s i * s j * comm (p i) (p j)) x := fun i j =>
    ((hs i).mul_left (hs j)).mul_left (hb i j)
  rw [gaugeStep_eq, sigmaDot_sq h c]
  exact drop _ _ (((term 0 1).add_left (term 0 2)).add_left (term 1 2))
```

Two short lemmas carry commutation through brackets and squares.

```lean
/-- An operator that commutes with `b` and `c` commutes with `[b, c]`. -/
theorem commute_comm {a b c : A} (hb : Commute a b) (hc : Commute a c) :
    Commute a (comm b c) :=
  (hb.mul_right hc).sub_right (hc.mul_right hb)

/-- An operator that commutes with every component of `p` commutes with `p²`. -/
theorem commute_momentumSq {a : A} {p : Fin 3 → A} (h : ∀ i, Commute a (p i)) :
    Commute a (momentumSq p) :=
  Commute.sum_right _ _ _ (fun i _ => (h i).mul_right (h i))
```

## The double commutator, with and without a magnetic field

The general theorem allows momentum components that don't commute. In a magnetic field, `p₁` and `p₂` are the kinetic momenta, and the commutators $[p_{1,i},p_{1,j}]$ are proportional to the field at electron 1. They are functions of that electron's position, so they commute with $r_{12}$ and with $p_2$, as `b₁f` and `b₁p₂` demand. The hypothesis `b₂f` is the corresponding condition for electron 2 and $f$.

The proof reduces electron 2 first. The facts `inner₁` and `inner₂` say that the spins commute with $[p_2^2,f]$, and the first of them is needed to reduce electron 1. Both are used for the statement about the spins.

```lean
/-- The reduced gauge term is `[p₁², [p₂², f]]` and commutes with both spins even when momentum
components do not commute, as in a magnetic field, provided the commutators `[p_i, p_j]` of each
electron commute with `f` and those of electron 1 commute with `p₂`. -/
theorem gauge_term_in_field {σ₁ σ₂ p₁ p₂ : Fin 3 → A} {f : A}
    (H : TwoElectrons σ₁ σ₂ p₁ p₂ f)
    (b₁f : ∀ i j, Commute (comm (p₁ i) (p₁ j)) f)
    (b₁p₂ : ∀ i j k, Commute (comm (p₁ i) (p₁ j)) (p₂ k))
    (b₂f : ∀ i j, Commute (comm (p₂ i) (p₂ j)) f) :
    gaugeStep (sigmaDot σ₁ p₁) (gaugeStep (sigmaDot σ₂ p₂) f)
        = comm (momentumSq p₁) (comm (momentumSq p₂) f) ∧
      ∀ k, Commute (σ₁ k) (gaugeStep (sigmaDot σ₁ p₁) (gaugeStep (sigmaDot σ₂ p₂) f)) ∧
        Commute (σ₂ k) (gaugeStep (sigmaDot σ₁ p₁) (gaugeStep (sigmaDot σ₂ p₂) f)) := by
  have inner₁ : ∀ k, Commute (σ₁ k) (comm (momentumSq p₂) f) := fun k =>
    commute_comm (commute_momentumSq (H.s₁p₂ k)) (H.s₁f k)
  have inner₂ : ∀ k, Commute (σ₂ k) (comm (momentumSq p₂) f) := fun k =>
    commute_comm (commute_momentumSq (H.s₂p₂ k)) (H.s₂f k)
  -- reduce electron 2 first, then electron 1
  rw [gaugeStep_sigmaDot H.spin₂ H.s₂p₂ H.s₂f b₂f,
    gaugeStep_sigmaDot H.spin₁ H.s₁p₁ inner₁
      (fun i j => commute_comm (commute_momentumSq (b₁p₂ i j)) (b₁f i j))]
  exact ⟨rfl, fun k => ⟨commute_comm (commute_momentumSq (H.s₁p₁ k)) (inner₁ k),
    commute_comm (commute_momentumSq (H.s₂p₁ k)) (inner₂ k)⟩⟩
```

For commuting components, given by `m₁` and `m₂`, the field commutators are zero and commute with everything. This is the content of `z`, and the claim follows from the general theorem. Momenta of different electrons need not commute here.

```lean
/-- For two electrons whose momenta each have commuting components, the reduced gauge term
`G₁(G₂(f))` equals `[p₁², [p₂², f]]` and commutes with every component of both spins. -/
theorem gauge_term_spin_free {σ₁ σ₂ p₁ p₂ : Fin 3 → A} {f : A}
    (H : TwoElectrons σ₁ σ₂ p₁ p₂ f)
    (m₁ : ∀ i j, Commute (p₁ i) (p₁ j)) (m₂ : ∀ i j, Commute (p₂ i) (p₂ j)) :
    gaugeStep (sigmaDot σ₁ p₁) (gaugeStep (sigmaDot σ₂ p₂) f)
        = comm (momentumSq p₁) (comm (momentumSq p₂) f) ∧
      ∀ k, Commute (σ₁ k) (gaugeStep (sigmaDot σ₁ p₁) (gaugeStep (sigmaDot σ₂ p₂) f)) ∧
        Commute (σ₂ k) (gaugeStep (sigmaDot σ₁ p₁) (gaugeStep (sigmaDot σ₂ p₂) f)) := by
  have z : ∀ {a b : A}, Commute a b → ∀ x, Commute (comm a b) x := by
    intro a b h x
    have h0 : comm a b = 0 := sub_eq_zero.2 h.eq
    rw [h0]
    exact Commute.zero_left x
  exact gauge_term_in_field H (fun i j => z (m₁ i j) f) (fun i j k => z (m₁ i j) (p₂ k))
    (fun i j => z (m₂ i j) f)
```

The orbital form assumes that the momenta of different electrons commute, which is the hypothesis `m`. In the proof, `split` is the expansion of $[p^2,x]$, `hcomm` and `hanti` take the brackets through the sums, and `key` moves the commutator with $p_{1,i}$ inside.

```lean
/-- If the momenta of the two electrons commute with each other, `[p₁², [p₂², f]]` is the sum of
the double commutators `[p₁ᵢ, [p₂ⱼ, f]]`, symmetrised with `p₂ⱼ` and then with `p₁ᵢ`. -/
theorem gauge_term_orbital {p₁ p₂ : Fin 3 → A} (f : A)
    (m : ∀ i j, Commute (p₁ i) (p₂ j)) :
    comm (momentumSq p₁) (comm (momentumSq p₂) f)
      = ∑ i, ∑ j, anti (p₁ i) (anti (p₂ j) (comm (p₁ i) (comm (p₂ j) f))) := by
  have split : ∀ (p : Fin 3 → A) (x : A),
      comm (momentumSq p) x = ∑ i, anti (p i) (comm (p i) x) := by
    intro p x
    simp only [comm, anti, momentumSq, Fin.sum_univ_three]
    noncomm_ring
  have hcomm : ∀ (a : A) (g : Fin 3 → A), comm a (∑ j, g j) = ∑ j, comm a (g j) := by
    intro a g
    simp only [comm, Fin.sum_univ_three]
    noncomm_ring
  have hanti : ∀ (a : A) (g : Fin 3 → A), anti a (∑ j, g j) = ∑ j, anti a (g j) := by
    intro a g
    simp only [anti, Fin.sum_univ_three]
    noncomm_ring
  -- the momentum of electron 1 passes through that of electron 2
  have key : ∀ i j y, comm (p₁ i) (anti (p₂ j) y) = anti (p₂ j) (comm (p₁ i) y) := by
    intro i j y
    have h := (m i j).eq
    unfold comm anti
    linear_combination (norm := noncomm_ring) h * y + y * h
  rw [split p₁, split p₂]
  simp only [hcomm, hanti, key]
```

## A two-state example with a nonzero result

A finite example shows that the assumptions admit a nonzero double commutator. It uses the Pauli matrices on two spin factors and a third factor for a shared two-state orbital space.

```lean
/-- The three Pauli matrices. -/
def pauli : Fin 3 → Matrix (Fin 2) (Fin 2) ℂ :=
  ![!![0, 1; 1, 0], !![0, -Complex.I; Complex.I, 0], !![1, 0; 0, -1]]

/-- A matrix acting on the spin of electron 1. -/
def onSpin₁ (M : Matrix (Fin 2) (Fin 2) ℂ) :
    Matrix (Fin 2 × Fin 2 × Fin 2) (Fin 2 × Fin 2 × Fin 2) ℂ :=
  M ⊗ₖ ((1 : Matrix (Fin 2) (Fin 2) ℂ) ⊗ₖ (1 : Matrix (Fin 2) (Fin 2) ℂ))

/-- A matrix acting on the spin of electron 2. -/
def onSpin₂ (M : Matrix (Fin 2) (Fin 2) ℂ) :
    Matrix (Fin 2 × Fin 2 × Fin 2) (Fin 2 × Fin 2 × Fin 2) ℂ :=
  (1 : Matrix (Fin 2) (Fin 2) ℂ) ⊗ₖ (M ⊗ₖ (1 : Matrix (Fin 2) (Fin 2) ℂ))

/-- A matrix acting on a two-state orbital space. -/
def onOrbit (M : Matrix (Fin 2) (Fin 2) ℂ) :
    Matrix (Fin 2 × Fin 2 × Fin 2) (Fin 2 × Fin 2 × Fin 2) ℂ :=
  (1 : Matrix (Fin 2) (Fin 2) ℂ) ⊗ₖ ((1 : Matrix (Fin 2) (Fin 2) ℂ) ⊗ₖ M)
```

All three components of $p_1$ are the orbital matrix $P=\mathrm{diag}(1,0)$, and those of $p_2$ are $-P$. The operator $f$ is the exchange matrix $X$ of the two orbital states. Then $p_1^2=p_2^2=3P$, and since $[P,[P,X]]=X$, the double commutator is $9X$. These matrices are a check of consistency and not a model of moving electrons.

The proof verifies the Pauli relations entry by entry and uses the Kronecker product rule to show that spin matrices commute with orbital ones. It then reads off one matrix element between the two orbital states, which would be zero if the double commutator vanished but is 9.

```lean
/-- Two Pauli spins, opposite diagonal momenta and an `f` that exchanges two orbital states form
two electrons with commuting momenta, and `[p₁², [p₂², f]]` is not zero. -/
theorem twoElectrons_witness :
    TwoElectrons (fun i => onSpin₁ (pauli i)) (fun i => onSpin₂ (pauli i))
      (fun _ => onOrbit !![1, 0; 0, 0]) (fun _ => onOrbit !![-1, 0; 0, 0])
      (onOrbit !![0, 1; 1, 0]) ∧
    Commute (onOrbit !![1, 0; 0, 0]) (onOrbit !![-1, 0; 0, 0]) ∧
    comm (momentumSq fun _ => onOrbit !![1, 0; 0, 0])
      (comm (momentumSq fun _ => onOrbit !![-1, 0; 0, 0]) (onOrbit !![0, 1; 1, 0])) ≠ 0 := by
  have psq : ∀ i, pauli i * pauli i = 1 := by
    intro i
    ext a b
    fin_cases i <;> fin_cases a <;> fin_cases b <;>
      simp [pauli, Matrix.mul_apply, Fin.sum_univ_two]
  have panti : ∀ i j, i ≠ j → pauli i * pauli j + pauli j * pauli i = 0 := by
    intro i j hij
    ext a b
    fin_cases i <;> fin_cases j <;> fin_cases a <;> fin_cases b <;>
      simp [pauli] at hij ⊢
  -- operators on different factors commute
  have c₁ : ∀ M N, Commute (onSpin₁ M) (onOrbit N) := by
    intro M N
    change _ * _ = _ * _
    simp only [onSpin₁, onOrbit, ← Matrix.mul_kronecker_mul, mul_one, one_mul]
  have c₂ : ∀ M N, Commute (onSpin₂ M) (onOrbit N) := by
    intro M N
    change _ * _ = _ * _
    simp only [onSpin₂, onOrbit, ← Matrix.mul_kronecker_mul, mul_one, one_mul]
  have orb : ∀ M N, onOrbit M * onOrbit N = onOrbit (M * N) := by
    intro M N
    simp only [onOrbit, ← Matrix.mul_kronecker_mul, mul_one]
  refine ⟨⟨⟨fun i => ?_, fun i j hij => ?_⟩, ⟨fun i => ?_, fun i j hij => ?_⟩,
    fun _ _ => c₁ _ _, fun _ _ => c₁ _ _, fun _ _ => c₂ _ _, fun _ _ => c₂ _ _,
    fun _ => c₁ _ _, fun _ => c₂ _ _⟩, ?_, ?_⟩
  · simp only [onSpin₁, ← Matrix.mul_kronecker_mul, psq, mul_one, Matrix.one_kronecker_one]
  · simp only [onSpin₁, ← Matrix.mul_kronecker_mul, mul_one, ← Matrix.add_kronecker,
      panti i j hij, Matrix.zero_kronecker]
  · simp only [onSpin₂, ← Matrix.mul_kronecker_mul, psq, mul_one, Matrix.one_kronecker_one]
  · simp only [onSpin₂, ← Matrix.mul_kronecker_mul, mul_one, ← Matrix.kronecker_add,
      ← Matrix.add_kronecker, panti i j hij, Matrix.zero_kronecker, Matrix.kronecker_zero]
  · change _ * _ = _ * _
    rw [orb, orb]
    simp
  · -- one matrix element between the two orbital states is 9
    intro h
    have h' := congrArg (fun M => M (0, 0, 0) (0, 0, 1)) h
    simp only [comm, momentumSq, Fin.sum_univ_three, mul_sub, sub_mul, mul_add, add_mul,
      orb, Matrix.mul_fin_two] at h'
    norm_num [onOrbit, Matrix.kroneckerMap_apply] at h'

end BreitPauliGauge
```

```lean
#print axioms BreitPauliGauge.gauge_term_spin_free
-- 'BreitPauliGauge.gauge_term_spin_free' depends on axioms: [propext, Classical.choice, Quot.sound]
#print axioms BreitPauliGauge.gauge_term_orbital
-- 'BreitPauliGauge.gauge_term_orbital' depends on axioms: [propext, Classical.choice, Quot.sound]
```

## Order of reduction and a spin-dependent $f$

The remarks below rest on the short calculations given with them, not on Lean proofs.

Exchanging the electron labels in the derivation gives $G_2(G_1(f))=[p_2^2,[p_1^2,f]]$. By the Jacobi identity, this differs from $G_1(G_2(f))$ by $[[p_2^2,p_1^2],f]$. If the momenta of the two electrons commute with each other, the difference vanishes, and it doesn't matter which electron is reduced first.

The result can depend on spin if $f$ does. In the two-state example, replace $f=X$ by $f=\sigma_{1,2}X$, where $\sigma_{1,2}$ is component 2 of the first spin. The double-commutator formula still holds and gives $9\sigma_{1,2}X$, which anticommutes with $\sigma_{1,0}$ and is not zero, so it doesn't commute with that component. For a spin-free result it is therefore not enough that $f$ commutes with only one component of $\sigma_1$, even when it commutes with all of $\sigma_2$.
